# Löwdin's two-body rule for Slater determinants with invertible overlap on a finite basis

## Spectator electrons in non-orthonormal determinants

The Slater–Condon formula "direct minus exchange, summed over pairs of occupied orbitals" can give wrong numbers once the orbitals stop being orthonormal. Multiplied by N! for unnormalized determinants of N electrons, it is still exact for two electrons, where there is no spectator, but from three electrons on it can fail. Take three electrons on the points 0, 1, 2, with orbitals δ₀, δ₁, c·δ₂, where δ_y is 1 at y and 0 elsewhere and c is a complex number, and a symmetric pair potential V. Each of the six orderings of the points contributes |c|² times the pair energy, so the element between unnormalized determinants is

    6 |c|² (V(0,1) + V(0,2) + V(1,2)),

while the orthonormal formula returns

    6 (V(0,1) + |c|² V(0,2) + |c|² V(1,2)).

The two differ whenever |c| ≠ 1 and V(0,1) ≠ 0: the orthonormal formula has lost the overlap of the electron that does not take part in the interaction. The rule below restores these factors when the overlap matrix is invertible. Elements of this kind occur in valence-bond and non-orthogonal configuration-interaction calculations, and the version treated here holds for a finite orthonormal one-particle basis and an interaction diagonal in that basis.

## Determinants, overlaps and the pair interaction

Let X be a finite set of one-particle labels (grid points, with spin if wanted). A configuration of N electrons is x = (x₀, …, x_{N−1}), in Lean `x : Fin N → X`. The orbitals are two families φ_i, χ_i : X → ℂ with i = 0, …, N−1. For a function W of the configuration, acting by multiplication, and for any V : X × X → ℂ, define

    D_φ(x) = det[φ_j(x_a)]
    E[W] = Σ_x conj D_φ(x) · W(x) · D_χ(x)
    S_ij = Σ_y conj φ_i(y) χ_j(y),   B = S⁻¹
    ⟨ij|V|kl⟩ = Σ_{y,z} conj φ_i(y) conj φ_j(z) V(y,z) χ_k(y) χ_l(z)
    P(x) = Σ_{a<b} V(x_a, x_b)

These are `slater`, `element`, `overlap`, `twoBody` and `pairSum`. The bra is conjugated, every point has weight one, and in the integral the indices i, k share the point y while j, l share z.

## The rule and its range

`element_pairSum` says: if det S ≠ 0, then for every V

    E[P] = (N!/2) det S Σ_{ijkl} ⟨ij|V|kl⟩ (B_ki B_lj − B_li B_kj).

Since E[1] = N! det S (step 3 below with g = 1), the hypothesis means that the two N-electron states are not orthogonal. With each determinant divided by √N! the prefactor is ½ det S, and E[P]/E[1] is ½ times the fourfold sum. For N = 0 and N = 1 both sides vanish. V need be neither real nor symmetric.

`element_pairSum_biorthonormal` treats S = 1:

    E[P] = (N!/2) Σ_{ij} (⟨ij|V|ij⟩ − ⟨ij|V|ji⟩).

For φ = χ orthonormal, division by N! gives the diagonal Slater–Condon rule for the pair interaction. `biorthonormal_witness` shows S = 1 for φ₀ = (1,0), φ₁ = (1,1), χ₀ = (1,−1), χ₁ = (0,1) on two points, where φ₀ and φ₁ are not orthogonal. Two determinants from one orthonormal set that differ in one or two orbitals have singular S, so the off-diagonal Slater–Condon rules lie beyond these theorems. So do continuous space and two-body operators that are not diagonal in X.

## From product weights to the pair density

1. If x_a = x_b for some a ≠ b, two columns of D_χ(x) agree and it vanishes. Only configurations of distinct points matter.

2. For a permutation σ of the electron indices 0, …, N−1, substitute x → x∘σ in the sum. Each determinant gains sgn σ and (sgn σ)² = 1, so the weight W(x∘σ) has the same element as W(x).

3. For a function g on X put M_ij = Σ_y conj φ_i(y) g(y) χ_j(y). Expand both determinants over permutations σ, τ and factorize the sum over x into one sum per electron:

    E[Π_a g(x_a)] = Σ_τ Σ_σ sgn σ sgn τ Π_a M_{σ(a) τ(a)} = N! det M.

For fixed τ the sum over σ is the determinant of M with permuted columns, sgn τ · det M, so each τ contributes det M.

4. Let n_y(x) be the number of electrons at y. Fix y ≠ z and complex s, t, and set g(w) = 1 + s δ_wy + t δ_wz with Kronecker deltas. On distinct points at most one factor differs from 1 for each of y and z, so Π_a g(x_a) = (1 + s n_y)(1 + t n_z). With p, q ∈ {0, 1}, (y₀, y₁) = (y, z) and (s₀, s₁) = (s, t),

    M = S + U R,   U_ip = s_p conj φ_i(y_p),   R_pj = χ_j(y_p)
    det M = det S · det(1 + B U R) = det S · det(1 + R B U).

The last matrix is 2×2. Define the transition density matrix

    ρ(y,z) = Σ_{k,i} χ_k(y) B_ki conj φ_i(z),

abbreviated ρ_yz. Then (R B U)_pq = s_q ρ(y_p, y_q), and

    F(s,t) = E[(1 + s n_y)(1 + t n_z)] = N! det S [(1 + s ρ_yy)(1 + t ρ_zz) − s t ρ_yz ρ_zy].

5. The combination F(1,1) − F(1,0) − F(0,1) + F(0,0) keeps the st term on both sides:

    E[n_y n_z] = N! det S (ρ_yy ρ_zz − ρ_yz ρ_zy).

6. Let r reverse the electron indices, a ↦ N−1−a. Then P(x∘r) is the sum over b < a, and on distinct points

    P(x) + P(x∘r) = Σ_{a≠b} V(x_a, x_b) = Σ_{y≠z} V(y,z) n_y n_z.

By step 2 the left side has element 2E[P]. The bracket of step 5 vanishes at y = z, so the diagonal can be added back:

    E[P] = (N!/2) det S Σ_{y,z} V(y,z) (ρ_yy ρ_zz − ρ_yz ρ_zy).

7. Expand ρ_yy with indices (k,i), ρ_zz with (l,j), ρ_zy with (l,i) and ρ_yz with (k,j). Both products carry conj φ_i(y) conj φ_j(z) χ_k(y) χ_l(z), with coefficients B_ki B_lj and B_li B_kj. Summing over y, z against V gives the rule.

## The Lean file

```lean
import Mathlib

open Finset ComplexConjugate Function

namespace TwoBodyLoewdin

noncomputable section

local notation "ε " σ:arg => ((Equiv.Perm.sign σ : ℤ) : ℂ)

variable {X : Type*} [Fintype X] {N : ℕ} (φ χ : Fin N → X → ℂ)

/-- Unnormalized Slater determinant `det φ_j(x_a)`. -/
def slater (x : Fin N → X) : ℂ := (Matrix.of fun j a => φ j (x a)).det

/-- Overlap matrix `S_ij = ⟨φ_i, χ_j⟩`. -/
def overlap : Matrix (Fin N) (Fin N) ℂ := Matrix.of fun i j => ∑ y, conj (φ i y) * χ j y

/-- Matrix element of the multiplicative operator `W` between the two determinants. -/
def element (W : (Fin N → X) → ℂ) : ℂ := ∑ x, conj (slater φ x) * W x * slater χ x

/-- Two-electron integral `⟨φ_i φ_j, V χ_k χ_l⟩`. -/
def twoBody (V : X → X → ℂ) (i j k l : Fin N) : ℂ :=
  ∑ y, ∑ z, conj (φ i y) * conj (φ j z) * V y z * χ k y * χ l z

/-- Transition density matrix `ρ(y,z) = ∑ χ_k(y) (S⁻¹)_ki conj φ_i(z)`. -/
def rho (y z : X) : ℂ := ∑ k, ∑ i, χ k y * (overlap φ χ)⁻¹ k i * conj (φ i z)

/-- Pair interaction `∑_{a<b} V(x_a, x_b)`. -/
def pairSum (V : X → X → ℂ) (x : Fin N → X) : ℂ :=
  ∑ a, ∑ b, if a < b then V (x a) (x b) else 0

/-- Number of electrons sitting at the point `y`. -/
def occ [DecidableEq X] (y : X) (x : Fin N → X) : ℂ := ∑ a, if x a = y then 1 else 0

/-- Operators that agree on configurations of distinct points have the same element. -/
theorem element_congr {W W' : (Fin N → X) → ℂ} (h : ∀ x, Injective x → W x = W' x) :
    element φ χ W = element φ χ W' := by
  unfold element
  refine sum_congr rfl fun x _ => ?_
  by_cases hx : Injective x
  · rw [h x hx]
  · have : slater χ x = 0 := by
      by_contra h0
      refine hx fun a b e => by_contra fun hab => h0 ?_
      exact Matrix.det_zero_of_column_eq hab fun k => by simp [e]
    simp [this]

/-- Relabelling the electrons in the operator does not change the element. -/
theorem element_perm (W : (Fin N → X) → ℂ) (σ : Equiv.Perm (Fin N)) :
    element φ χ (fun x => W (x ∘ σ)) = element φ χ W := by
  have hs : ∀ (ψ : Fin N → X → ℂ) (x : Fin N → X), slater ψ (x ∘ σ) = ε σ * slater ψ x :=
    fun ψ x => Matrix.det_permute' σ (Matrix.of fun j a => ψ j (x a))
  let e : (Fin N → X) ≃ (Fin N → X) :=
    ⟨fun x => x ∘ σ, fun x => x ∘ σ.symm, fun x => funext fun a => by simp,
      fun x => funext fun a => by simp⟩
  unfold element
  refine Fintype.sum_equiv e _ _ fun x => ?_
  show conj (slater φ x) * W (x ∘ σ) * slater χ x
    = conj (slater φ (x ∘ σ)) * W (x ∘ σ) * slater χ (x ∘ σ)
  rw [hs φ x, hs χ x]
  rcases Int.units_eq_one_or (Equiv.Perm.sign σ) with h | h <;> simp [h]

/-- The element of a product weight `∏_a g(x_a)` is `N! det ⟨φ_i, g χ_j⟩`. -/
theorem element_prod (g : X → ℂ) : element φ χ (fun x => ∏ a, g (x a))
    = (N.factorial : ℂ) * (overlap φ fun j y => g y * χ j y).det := by
  set M := overlap φ fun j y => g y * χ j y with hM
  have key : ∀ σ τ : Equiv.Perm (Fin N), ∑ x : Fin N → X,
      ∏ a, conj (φ (σ a) (x a)) * (g (x a) * χ (τ a) (x a)) = ∏ a, M (σ a) (τ a) := by
    intro σ τ
    have := Finset.prod_univ_sum (fun _ : Fin N => (univ : Finset X))
      (fun a y => conj (φ (σ a) y) * (g y * χ (τ a) y))
    rw [Fintype.piFinset_univ] at this
    exact this.symm
  -- every permutation of the ket gives the same determinant
  have row : ∀ τ : Equiv.Perm (Fin N),
      ∑ σ : Equiv.Perm (Fin N), ε σ * ε τ * ∏ a, M (σ a) (τ a) = M.det := by
    intro τ
    have h := Matrix.det_permute' τ M
    rw [Matrix.det_apply'] at h
    simp only [Matrix.submatrix_apply, id_eq] at h
    calc _ = ε τ * ∑ σ : Equiv.Perm (Fin N), ε σ * ∏ a, M (σ a) (τ a) := by
          rw [mul_sum]; exact sum_congr rfl fun _ _ => by ring
      _ = M.det := by
          rw [h]; rcases Int.units_eq_one_or (Equiv.Perm.sign τ) with h' | h' <;> simp [h']
  calc element φ χ (fun x => ∏ a, g (x a))
      = ∑ x : Fin N → X, ∑ τ : Equiv.Perm (Fin N), ∑ σ : Equiv.Perm (Fin N),
          ε σ * ε τ * ∏ a, conj (φ (σ a) (x a)) * (g (x a) * χ (τ a) (x a)) := by
        unfold element
        refine sum_congr rfl fun x _ => ?_
        simp only [slater, Matrix.det_apply', Matrix.of_apply, map_sum, map_mul, map_prod,
          map_intCast, prod_mul_distrib]
        rw [mul_sum]
        refine sum_congr rfl fun τ _ => ?_
        rw [sum_mul, sum_mul]
        exact sum_congr rfl fun σ _ => by ring
    _ = ∑ τ : Equiv.Perm (Fin N), ∑ σ : Equiv.Perm (Fin N), ε σ * ε τ * ∏ a, M (σ a) (τ a) := by
        rw [sum_comm]; refine sum_congr rfl fun τ _ => ?_
        rw [sum_comm]; refine sum_congr rfl fun σ _ => ?_
        rw [← mul_sum, key]
    _ = _ := by simp only [row]; simp [Fintype.card_perm]

variable {φ χ} [DecidableEq X]

/-- For two distinct points the element of `(1 + s n_y)(1 + t n_z)` is `N! det S` times
`(1 + s ρ_yy)(1 + t ρ_zz) - s t ρ_yz ρ_zy`. -/
theorem element_generating (hS : (overlap φ χ).det ≠ 0) {y z : X} (hyz : y ≠ z) (s t : ℂ) :
    element φ χ (fun x => (1 + s * occ y x) * (1 + t * occ z x))
      = N.factorial * (overlap φ χ).det * ((1 + s * rho φ χ y y) * (1 + t * rho φ χ z z)
        - s * t * (rho φ χ y z * rho φ χ z y)) := by
  have one : ∀ x : Fin N → X, Injective x → ∀ (w : X) (r : ℂ),
      ∏ a, (1 + r * (if x a = w then 1 else 0)) = 1 + r * occ w x := by
    intro x hx w r
    by_cases h : ∃ a, x a = w
    · obtain ⟨a, rfl⟩ := h
      simp only [occ, hx.eq_iff]
      rw [prod_eq_single a] <;> simp +contextual
    · have h' : ∀ a, x a ≠ w := fun a e => h ⟨a, e⟩
      simp [occ, h']
  let g : X → ℂ := fun w => 1 + s * (if w = y then 1 else 0) + t * (if w = z then 1 else 0)
  let U : Matrix (Fin N) (Fin 2) ℂ := Matrix.of fun i p => ![s, t] p * conj (φ i (![y, z] p))
  let W : Matrix (Fin 2) (Fin N) ℂ := Matrix.of fun p j => χ j (![y, z] p)
  have s1 : element φ χ (fun x => (1 + s * occ y x) * (1 + t * occ z x))
      = element φ χ (fun x => ∏ a, g (x a)) := element_congr φ χ fun x hx => by
    show (1 + s * occ y x) * (1 + t * occ z x) = ∏ a, g (x a)
    rw [← one x hx y s, ← one x hx z t, ← prod_mul_distrib]
    refine prod_congr rfl fun a _ => ?_
    by_cases h1 : x a = y
    · simp [g, h1, hyz]
    · simp [g, h1]
  -- the weight changes the overlap matrix by a term of rank at most two
  have s2 : (overlap φ fun j w => g w * χ j w) = overlap φ χ + U * W := by
    ext i j
    simp [overlap, g, U, W, Matrix.mul_apply, Fin.sum_univ_two, add_mul, mul_add,
      sum_add_distrib]
    ring
  have s3 : overlap φ χ + U * W = overlap φ χ * (1 + (overlap φ χ)⁻¹ * U * W) := by
    rw [Matrix.mul_add, Matrix.mul_one, ← Matrix.mul_assoc, ← Matrix.mul_assoc,
      Matrix.mul_nonsing_inv _ (isUnit_iff_ne_zero.mpr hS), Matrix.one_mul]
  have e : ∀ p q, (W * ((overlap φ χ)⁻¹ * U)) p q
      = ![s, t] q * rho φ χ (![y, z] p) (![y, z] q) := by
    intro p q
    simp only [W, U, Matrix.mul_apply, Matrix.of_apply, rho, mul_sum]
    exact sum_congr rfl fun _ _ => sum_congr rfl fun _ _ => by ring
  rw [s1, element_prod φ χ g, s2, s3, Matrix.det_mul, Matrix.det_one_add_mul_comm,
    Matrix.det_fin_two]
  simp [e]
  ring

/-- For two distinct points the element of `n_y n_z` is `N! det S (ρ_yy ρ_zz - ρ_yz ρ_zy)`. -/
theorem element_occ_mul_occ (hS : (overlap φ χ).det ≠ 0) {y z : X} (hyz : y ≠ z) :
    element φ χ (fun x => occ y x * occ z x) = N.factorial * (overlap φ χ).det
      * (rho φ χ y y * rho φ χ z z - rho φ χ y z * rho φ χ z y) := by
  have G := element_generating hS hyz
  let F : ℂ → ℂ → ℂ := fun s t => element φ χ fun x => (1 + s * occ y x) * (1 + t * occ z x)
  have lin : element φ χ (fun x => occ y x * occ z x) = F 1 1 - F 1 0 - F 0 1 + F 0 0 := by
    simp only [F, element, ← sum_sub_distrib, ← sum_add_distrib]
    exact sum_congr rfl fun x _ => by ring
  rw [lin, show F 1 1 = _ from G 1 1, show F 1 0 = _ from G 1 0, show F 0 1 = _ from G 0 1,
    show F 0 0 = _ from G 0 0]
  ring

/-- The element of the pair interaction is `(N!/2) det S ∑_{y,z} V(y,z)(ρ_yy ρ_zz - ρ_yz ρ_zy)`. -/
theorem element_pairSum_rho (hS : (overlap φ χ).det ≠ 0) (V : X → X → ℂ) :
    element φ χ (pairSum V) = N.factorial / 2 * (overlap φ χ).det
      * ∑ y, ∑ z, V y z * (rho φ χ y y * rho φ χ z z - rho φ χ y z * rho φ χ z y) := by
  let r : Equiv.Perm (Fin N) := Fin.revPerm
  let V' : X → X → ℂ := fun y z => if y = z then 0 else V y z
  have hx : ∀ x : Fin N → X, Injective x →
      pairSum V x + pairSum V (x ∘ r) = ∑ y, ∑ z, V' y z * (occ y x * occ z x) := by
    intro x hx
    have hr : pairSum V (x ∘ r) = ∑ a, ∑ b, if b < a then V (x a) (x b) else 0 := by
      unfold pairSum
      refine Fintype.sum_equiv r _ _ fun a => ?_
      refine Fintype.sum_equiv r _ _ fun b => ?_
      simp [r]
    have h1 : ∀ G : X → ℂ, ∑ y, G y * occ y x = ∑ a, G (x a) := by
      intro G
      simp only [occ, mul_sum]
      rw [sum_comm]
      simp
    calc _ = ∑ a, ∑ b, V' (x a) (x b) := by
          simp only [hr]
          simp only [pairSum, ← sum_add_distrib]
          refine sum_congr rfl fun a _ => sum_congr rfl fun b _ => ?_
          rcases lt_trichotomy a b with h | h | h
          · simp [V', hx.eq_iff, h, h.ne, lt_asymm h]
          · simp [V', h]
          · simp [V', hx.eq_iff, h, h.ne', lt_asymm h]
      _ = ∑ a, ∑ z, V' (x a) z * occ z x := sum_congr rfl fun a _ => (h1 (V' (x a))).symm
      _ = ∑ y, (∑ z, V' y z * occ z x) * occ y x := (h1 fun y => ∑ z, V' y z * occ z x).symm
      _ = _ := sum_congr rfl fun y _ => by
          rw [sum_mul]; exact sum_congr rfl fun z _ => by ring
  have add : element φ χ (fun x => pairSum V x + pairSum V (x ∘ r))
      = element φ χ (pairSum V) + element φ χ (fun x => pairSum V (x ∘ r)) := by
    simp only [element, ← sum_add_distrib]
    exact sum_congr rfl fun x _ => by ring
  have two : 2 * element φ χ (pairSum V)
      = ∑ y, ∑ z, V' y z * element φ χ (fun x => occ y x * occ z x) := by
    calc _ = element φ χ fun x => pairSum V x + pairSum V (x ∘ r) := by
          rw [add, element_perm φ χ (pairSum V) r, two_mul]
      _ = element φ χ fun x => ∑ y, ∑ z, V' y z * (occ y x * occ z x) := element_congr φ χ hx
      _ = _ := by
          simp only [element, mul_sum, sum_mul]
          rw [sum_comm]; refine sum_congr rfl fun y _ => ?_
          rw [sum_comm]
          exact sum_congr rfl fun z _ => sum_congr rfl fun x _ => by ring
  have pt : ∀ y z, V' y z * element φ χ (fun x => occ y x * occ z x)
      = N.factorial * (overlap φ χ).det
        * (V y z * (rho φ χ y y * rho φ χ z z - rho φ χ y z * rho φ χ z y)) := by
    intro y z
    by_cases h : y = z
    · simp [V', h]
    · rw [element_occ_mul_occ hS h]; simp only [V', if_neg h]; ring
  simp only [pt, ← mul_sum] at two
  linear_combination (1 / 2 : ℂ) * two

/-- Two-body Löwdin rule: for invertible overlap `S` and `B = S⁻¹` the element of the pair
interaction is `(N!/2) det S ∑ ⟨φ_i φ_j, V χ_k χ_l⟩ (B_ki B_lj - B_li B_kj)`. -/
theorem element_pairSum (hS : (overlap φ χ).det ≠ 0) (V : X → X → ℂ) :
    element φ χ (pairSum V) = N.factorial / 2 * (overlap φ χ).det
      * ∑ i, ∑ j, ∑ k, ∑ l, twoBody φ χ V i j k l
        * ((overlap φ χ)⁻¹ k i * (overlap φ χ)⁻¹ l j
          - (overlap φ χ)⁻¹ l i * (overlap φ χ)⁻¹ k j) := by
  have hρ : ∀ y z, rho φ χ y z = ∑ i, ∑ k, χ k y * (overlap φ χ)⁻¹ k i * conj (φ i z) :=
    fun y z => sum_comm
  have ex : ∀ y z, rho φ χ y y * rho φ χ z z - rho φ χ y z * rho φ χ z y
      = ∑ i, ∑ j, ∑ k, ∑ l, conj (φ i y) * conj (φ j z) * χ k y * χ l z
        * ((overlap φ χ)⁻¹ k i * (overlap φ χ)⁻¹ l j
          - (overlap φ χ)⁻¹ l i * (overlap φ χ)⁻¹ k j) := by
    intro y z
    simp only [mul_sub, sum_sub_distrib]
    rw [mul_comm (rho φ χ y z)]
    simp only [hρ, sum_mul_sum]
    refine congrArg₂ HSub.hSub (sum_congr rfl fun i _ => sum_congr rfl fun j _ => ?_)
      (sum_congr rfl fun i _ => sum_congr rfl fun j _ => ?_)
    · exact sum_congr rfl fun _ _ => sum_congr rfl fun _ _ => by ring
    · rw [sum_comm]
      exact sum_congr rfl fun _ _ => sum_congr rfl fun _ _ => by ring
  have sw : ∀ F : X → X → Fin N → ℂ, ∑ y, ∑ z, ∑ i, F y z i = ∑ i, ∑ y, ∑ z, F y z i :=
    fun F => (sum_congr rfl fun y _ => sum_comm).trans sum_comm
  rw [element_pairSum_rho hS]
  refine congrArg (HMul.hMul _) ?_
  simp only [ex, mul_sum, twoBody, sum_mul]
  iterate 4 refine (sw _).trans (sum_congr rfl fun _ _ => ?_)
  exact sum_congr rfl fun _ _ => sum_congr rfl fun _ _ => by ring

/-- For biorthonormal families the element is `N!/2` times the sum over `i, j` of
`⟨φ_i φ_j, V χ_i χ_j⟩ - ⟨φ_i φ_j, V χ_j χ_i⟩`. -/
theorem element_pairSum_biorthonormal (h : overlap φ χ = 1) (V : X → X → ℂ) :
    element φ χ (pairSum V)
      = N.factorial / 2 * ∑ i, ∑ j, (twoBody φ χ V i j i j - twoBody φ χ V i j j i) := by
  rw [element_pairSum (by simp [h]), h, Matrix.det_one, mul_one, inv_one]
  congr 1
  refine sum_congr rfl fun i _ => sum_congr rfl fun j _ => ?_
  simp [Matrix.one_apply, mul_sub, sum_sub_distrib]

/-- The orbitals `(1,0), (1,1)` and `(1,-1), (0,1)` on two points have unit overlap matrix. -/
theorem biorthonormal_witness :
    overlap (![![1, 0], ![1, 1]] : Fin 2 → Fin 2 → ℂ) ![![1, -1], ![0, 1]] = 1 := by
  ext i j
  fin_cases i <;> fin_cases j <;> simp [overlap, Fin.sum_univ_succ]

end

end TwoBodyLoewdin
```

```lean
#print axioms TwoBodyLoewdin.element_pairSum
#print axioms TwoBodyLoewdin.element_pairSum_biorthonormal
```

```
'TwoBodyLoewdin.element_pairSum' depends on axioms: [propext, Classical.choice, Quot.sound]
'TwoBodyLoewdin.element_pairSum_biorthonormal' depends on axioms: [propext, Classical.choice, Quot.sound]
```

## Antisymmetry and the product weight in Lean

`element_congr` is step 1: distinct points means `Injective x`, and otherwise `Matrix.det_zero_of_column_eq` makes the ket vanish. `element_perm` is step 2. `Matrix.det_permute'` supplies the sign, `Fintype.sum_equiv` performs the substitution, and the two cases of the sign finish it. In `element_prod`, `key` is the factorization by `Finset.prod_univ_sum`, `row` is the fixed-τ sum, and `Fintype.card_perm` counts the N! values of τ.

## The rank-two update and the pair sum in Lean

`element_generating` is step 4, with n_y as `occ` and ρ as `rho`; the matrix R is the local `W`. The claims `one` and `s1` turn the weight into a product, which is where y ≠ z enters. Then `s2` is M = S + UR, and `s3` factors out S by `Matrix.mul_nonsing_inv`, the only place where invertibility is used. The theorems `element_generating`, `element_occ_mul_occ` and `element_pairSum_rho` all assume det S ≠ 0, although their docstrings do not repeat it. `Matrix.det_one_add_mul_comm` and `Matrix.det_fin_two` reduce the determinant, with `e` giving the entries s_q ρ(y_p, y_q). In `element_occ_mul_occ`, `lin` is the mixed difference of step 5.

`element_pairSum_rho` is step 6. Here `r` is `Fin.revPerm` and `V'` is V with its diagonal set to zero. The claim `hx` splits on a < b, a = b, a > b and uses `h1`, the identity Σ_y G(y) n_y = Σ_a G(x_a) for a function G on X, twice. After `two` doubles the element, `pt` inserts step 5 and restores the diagonal, and `linear_combination` divides by 2. In `element_pairSum`, `ex` is the expansion of step 7 and `sw`, applied four times, moves the orbital sums outside the sums over y and z. The corollary substitutes S = 1, so that B_ki = δ_ki collapses the sums over k and l.

## A singular overlap with a non-zero element

Take N = 2 on the points 0, 1, 2 with φ₀ = χ₀ = (1,0,0), φ₁ = (0,1,1), χ₁ = (0,1,−1). Then S = diag(1, 0) and det S = 0. The product conj D_φ · D_χ is +1 at the configurations (0,1) and (1,0), −1 at (0,2) and (2,0), and zero elsewhere, so

    E[P] = V(0,1) + V(1,0) − V(0,2) − V(2,0),

which is non-zero for a generic V. The matrix B does not exist here, and in Lean, where the inverse of a singular matrix is zero, the right-hand side evaluates to 0, so the equation is false. Orthogonal determinants can still be coupled by the interaction. This example, like the one at the start and the remarks on normalisation, is direct arithmetic and is not a theorem of the file.
